# The Long-Range Complement of the Yukawa Interaction Has a Cusp at Coalescence and the erf Interaction Has None

If a long-range interaction that depends only on the distance $r$ between two electrons is assumed to be a smooth function of the separation vector at coalescence merely because it is finite there, its expansion about coalescence is written without a term linear in $r$. For the Yukawa splitting of $1/r$ that expansion is already wrong at first order. For the erf splitting the linear term really is absent.

Let $r$ be the distance between two electrons and $w>0$ the range-separation parameter, an inverse length that sets where the short-range part dies off. The two splittings write $1/r$ as a short-range part, $e^{-wr}/r$ (Yukawa) or $(1-\operatorname{erf}(wr))/r$, plus a long-range remainder. In atomic units the two long-range interactions are

$$y(r)=\frac{1-e^{-wr}}{r},\qquad g(r)=\frac{\operatorname{erf}(wr)}{r},\qquad \operatorname{erf}(x)=\frac{2}{\sqrt\pi}\int_0^x e^{-t^2}\,dt .$$

Their coalescence values are $w$ and $2w/\sqrt\pi$. The claim is that, as $r\to0^+$,

$$\frac{y(r)-w}{r}\to-\frac{w^2}{2},\qquad \frac{g(r)-2w/\sqrt\pi}{r}\to0 .$$

The result bears on range-separated functionals through the bare pair interaction of point electrons only; it is not a statement about the cusp of a wave function.

## The two slopes from elementary bounds

**Yukawa.** Put $x=wr\le1$ and write $e^{-x}=1-x+x^2/2+R$. Since $m!\ge 6\cdot4^{m-3}$ for $m\ge3$,

$$|R|\le\sum_{m\ge3}\frac{x^m}{m!}\le\frac{x^3}{6}\Bigl(1+\frac14+\frac1{16}+\cdots\Bigr)=\frac29x^3 .$$

Therefore

$$\frac{y(r)-w}{r}=\frac{1-e^{-wr}-wr}{r^2}=-\frac{w^2}{2}-\frac{R}{r^2},\qquad \frac{|R|}{r^2}\le\frac29w^3r\to0 .$$

**erf.** Integrating $1-t^2\le e^{-t^2}\le1$ from $0$ to $x\ge0$ gives

$$\frac{2}{\sqrt\pi}\Bigl(x-\frac{x^3}{3}\Bigr)\le\operatorname{erf}(x)\le\frac{2}{\sqrt\pi}x .$$

With $x=wr$, division by $r$ yields

$$-\frac{2w^3}{3\sqrt\pi}r^2\le g(r)-\frac{2w}{\sqrt\pi}\le0 ,$$

and a second division by $r$ leaves a quantity of order $r$, which tends to zero.

## From a radial slope to a cusp in space

Let $V(\mathbf x)=v(|\mathbf x|)$ for $\mathbf x\ne0$ and $V(0)=v_0$, and suppose $(v(r)-v_0)/r\to s$. Then $v(r)-v_0$ is $r$ times a quantity with a finite limit, so it tends to zero and $V$ is continuous at the origin.

If $V$ has a derivative $L$ at the origin, then for every unit vector $\mathbf u$

$$L(\mathbf u)=\lim_{r\to0^+}\frac{V(r\mathbf u)-V(0)}{r}=s .$$

The same holds for $-\mathbf u$, while linearity gives $L(-\mathbf u)=-L(\mathbf u)$. Hence $s=-s$ and $s=0$. Conversely, if $s=0$, then $|V(\mathbf x)-V(0)|/|\mathbf x|\to0$, which says that $V$ is differentiable with derivative zero. The Yukawa slope $-w^2/2$ therefore produces a cusp, and the erf slope $0$ does not.

## The interactions as Lean functions

```lean
import Mathlib

open Filter Topology

namespace RangeSeparationCusp

noncomputable section
```

The error function is defined by its integral, with the normalisation used above.

```lean
/-- The error function. -/
def erf (x : ℝ) : ℝ := 2 / √Real.pi * ∫ t in (0 : ℝ)..x, Real.exp (-t ^ 2)
```

The two interactions are real functions of `w` and `r`, with unit charges and no prefactor.

```lean
/-- The long-range complement of the Yukawa interaction, `1/r - exp(-w r)/r`. -/
def yukawaLR (w r : ℝ) : ℝ := (1 - Real.exp (-(w * r))) / r

/-- The long-range erf interaction. -/
def erfLR (w r : ℝ) : ℝ := erf (w * r) / r
```

A point of `Space` is the separation vector of the two electrons, with the Euclidean norm as distance.

```lean
/-- The space of interelectronic separation vectors. -/
abbrev Space := EuclideanSpace ℝ (Fin 3)
```

The function `radial v0 v` is $V$. The value at the origin is supplied separately because Lean's division by zero would make both interactions vanish there.

```lean
/-- The potential in space with radial profile `v` and value `v0` at coalescence. -/
def radial (v0 : ℝ) (v : ℝ → ℝ) (x : Space) : ℝ := if ‖x‖ = 0 then v0 else v ‖x‖
```

## Bounds at finite distance

The first theorem integrates the two pointwise inequalities. The lower one is $1+z\le e^z$ at $z=-t^2$; `integral_mono_on` carries each inequality over to the integrals.

```lean
/-- For nonnegative argument the error function lies between its cubic and its linear
Taylor polynomial. -/
theorem erf_bounds {x : ℝ} (hx : 0 ≤ x) :
    2 / √Real.pi * (x - x ^ 3 / 3) ≤ erf x ∧ erf x ≤ 2 / √Real.pi * x := by
  have hexp : Continuous fun t : ℝ => Real.exp (-t ^ 2) := by fun_prop
  have hpol : Continuous fun t : ℝ => 1 - t ^ 2 := by fun_prop
  have hone : Continuous fun _ : ℝ => (1 : ℝ) := continuous_const
  have hsq : Continuous fun t : ℝ => t ^ 2 := by fun_prop
  have hlow : ∫ t in (0 : ℝ)..x, (1 - t ^ 2) = x - x ^ 3 / 3 := by
    rw [intervalIntegral.integral_sub (hone.intervalIntegrable _ _)
      (hsq.intervalIntegrable _ _), integral_pow, intervalIntegral.integral_const]
    norm_num
  have hup : ∫ _t in (0 : ℝ)..x, (1 : ℝ) = x := by simp
  -- integrate `1 - t² ≤ exp(-t²) ≤ 1`
  have p1 : ∀ t ∈ Set.Icc (0 : ℝ) x, 1 - t ^ 2 ≤ Real.exp (-t ^ 2) :=
    fun t _ => by linarith [Real.add_one_le_exp (-t ^ 2)]
  have p2 : ∀ t ∈ Set.Icc (0 : ℝ) x, Real.exp (-t ^ 2) ≤ 1 :=
    fun t _ => Real.exp_le_one_iff.2 (by linarith [sq_nonneg t])
  have h1 : ∫ t in (0 : ℝ)..x, (1 - t ^ 2) ≤ ∫ t in (0 : ℝ)..x, Real.exp (-t ^ 2) :=
    intervalIntegral.integral_mono_on (μ := MeasureTheory.volume) hx
      (hpol.intervalIntegrable 0 x) (hexp.intervalIntegrable 0 x) p1
  have h2 : ∫ t in (0 : ℝ)..x, Real.exp (-t ^ 2) ≤ ∫ _t in (0 : ℝ)..x, (1 : ℝ) :=
    intervalIntegral.integral_mono_on (μ := MeasureTheory.volume) hx
      (hexp.intervalIntegrable 0 x) (hone.intervalIntegrable 0 x) p2
  rw [hlow] at h1
  rw [hup] at h2
  have hc : 0 ≤ 2 / √Real.pi := by positivity
  exact ⟨mul_le_mul_of_nonneg_left h1 hc, mul_le_mul_of_nonneg_left h2 hc⟩
```

Substituting $x=wr$ and dividing by $r$ gives the quadratic bound, valid at every positive distance.

```lean
/-- The erf interaction departs from `2w/√π` at most quadratically in the distance. -/
theorem erfLR_bound {w r : ℝ} (hw : 0 < w) (hr : 0 < r) :
    |erfLR w r - 2 * w / √Real.pi| ≤ 2 * w ^ 3 / (3 * √Real.pi) * r ^ 2 := by
  have hπ : 0 < √Real.pi := Real.sqrt_pos.2 Real.pi_pos
  obtain ⟨h1, h2⟩ := erf_bounds (mul_pos hw hr).le
  have e : erfLR w r - 2 * w / √Real.pi
      = (erf (w * r) - 2 / √Real.pi * (w * r)) / r := by
    have e2 : 2 * w / √Real.pi = 2 / √Real.pi * (w * r) / r := by field_simp
    rw [e2, erfLR, sub_div]
  rw [e, abs_le]
  constructor
  · rw [le_div_iff₀ hr]
    have e3 : -(2 * w ^ 3 / (3 * √Real.pi) * r ^ 2) * r
        = 2 / √Real.pi * (w * r - (w * r) ^ 3 / 3) - 2 / √Real.pi * (w * r) := by ring
    linarith
  · exact (div_nonpos_of_nonpos_of_nonneg (by linarith) hr.le).trans (by positivity)
```

The Yukawa bound is stated for $wr\le1$ because Mathlib's `Real.exp_bound` assumes an argument of absolute value at most one. With `n := 3` that lemma supplies the remainder constant $2/9$, and the identity `e` is the rearrangement that isolates $R/r^2$.

```lean
/-- For `w r ≤ 1` the slope of the Yukawa complement, measured from the value `w`, equals
`-w²/2` up to an error linear in the distance. -/
theorem yukawaLR_bound {w r : ℝ} (hw : 0 < w) (hr : 0 < r) (hwr : w * r ≤ 1) :
    |(yukawaLR w r - w) / r + w ^ 2 / 2| ≤ 2 / 9 * w ^ 3 * r := by
  have hx : 0 < w * r := mul_pos hw hr
  have hs : ∑ m ∈ Finset.range 3, (-(w * r)) ^ m / (m.factorial : ℝ)
      = 1 - w * r + (w * r) ^ 2 / 2 := by
    simp [Finset.sum_range_succ, Nat.factorial]
    ring
  -- third-order remainder of the exponential
  have h : |Real.exp (-(w * r)) - (1 - w * r + (w * r) ^ 2 / 2)| ≤ (w * r) ^ 3 * (2 / 9) := by
    have h0 := Real.exp_bound (x := -(w * r)) (n := 3)
      (by rw [abs_neg, abs_of_pos hx]; exact hwr) (by norm_num)
    rw [hs, abs_neg, abs_of_pos hx] at h0
    refine h0.trans (le_of_eq ?_)
    congr 1
    norm_num [Nat.factorial]
  have e : (yukawaLR w r - w) / r + w ^ 2 / 2
      = -(Real.exp (-(w * r)) - (1 - w * r + (w * r) ^ 2 / 2)) / r ^ 2 := by
    unfold yukawaLR
    generalize Real.exp (-(w * r)) = E
    field_simp
    ring
  have hr2 : 0 < r ^ 2 := by positivity
  rw [e, abs_div, abs_neg, abs_of_pos hr2, div_le_iff₀ hr2]
  exact h.trans (le_of_eq (by ring))
```

## The limits at coalescence

The notation `𝓝[>] 0` means that $r$ approaches zero through positive values. Both error bounds are linear in $r$ once the slope is formed, so one small lemma serves both.

```lean
private lemma tendsto_linear (K : ℝ) : Tendsto (fun r : ℝ => K * r) (𝓝[>] 0) (𝓝 0) := by
  have h : Tendsto (fun r : ℝ => K * r) (𝓝 0) (𝓝 (K * 0)) :=
    Continuous.tendsto (by fun_prop) 0
  rw [mul_zero] at h
  exact h.mono_left nhdsWithin_le_nhds
```

In the main theorem each limit is restated as "the distance to the limit tends to zero" and then squeezed. For Yukawa, `r` is restricted to $0<r<1/w$, so that the hypothesis of `yukawaLR_bound` holds.

```lean
/-- As the distance tends to zero, the slope of the Yukawa complement tends to `-w²/2` and
that of the erf interaction tends to zero. -/
theorem coalescence_slopes {w : ℝ} (hw : 0 < w) :
    Tendsto (fun r => (yukawaLR w r - w) / r) (𝓝[>] 0) (𝓝 (-(w ^ 2 / 2))) ∧
    Tendsto (fun r => (erfLR w r - 2 * w / √Real.pi) / r) (𝓝[>] 0) (𝓝 0) := by
  constructor
  · rw [tendsto_iff_norm_sub_tendsto_zero]
    refine squeeze_zero' (Eventually.of_forall fun _ => norm_nonneg _) ?_
      (tendsto_linear (2 / 9 * w ^ 3))
    filter_upwards [Ioo_mem_nhdsGT (show (0 : ℝ) < 1 / w by positivity)] with r hr
    have h1 := (lt_div_iff₀ hw).1 hr.2
    rw [sub_neg_eq_add, Real.norm_eq_abs]
    exact yukawaLR_bound hw hr.1 (by linarith)
  · rw [tendsto_iff_norm_sub_tendsto_zero]
    refine squeeze_zero' (Eventually.of_forall fun _ => norm_nonneg _) ?_
      (tendsto_linear (2 * w ^ 3 / (3 * √Real.pi)))
    filter_upwards [self_mem_nhdsWithin] with r hr
    have hr' : 0 < r := hr
    rw [sub_zero, Real.norm_eq_abs, abs_div, abs_of_pos hr', div_le_iff₀ hr']
    exact (erfLR_bound hw hr').trans (le_of_eq (by ring))
```

## Differentiability in three dimensions

The next two theorems hold for any profile `v` whose slope has a finite limit `s`. Continuity follows by multiplying the slope by $r$.

```lean
/-- A radial potential whose slope at coalescence has a finite limit is continuous there. -/
theorem radial_continuousAt {v0 s : ℝ} {v : ℝ → ℝ}
    (h : Tendsto (fun r => (v r - v0) / r) (𝓝[>] 0) (𝓝 s)) :
    ContinuousAt (radial v0 v) 0 := by
  have hid : Tendsto (fun r : ℝ => r) (𝓝[>] 0) (𝓝 0) := by
    simpa using tendsto_linear 1
  have hv : Tendsto v (𝓝[>] 0) (𝓝 v0) := by
    have h1 := (h.mul hid).add_const v0
    rw [mul_zero, zero_add] at h1
    refine h1.congr' ?_
    filter_upwards [self_mem_nhdsWithin] with r hr
    have hr' : r ≠ 0 := ne_of_gt hr
    rw [div_mul_cancel₀ _ hr', sub_add_cancel]
  have h0 : radial v0 v 0 = v0 := by simp [radial]
  rw [Metric.continuousAt_iff]
  intro ε hε
  obtain ⟨δ, hδ, hb⟩ := Metric.tendsto_nhdsWithin_nhds.1 hv ε hε
  refine ⟨δ, hδ, fun x hx => ?_⟩
  rw [h0]
  by_cases hx0 : ‖x‖ = 0
  · rw [radial, if_pos hx0, dist_self]
    exact hε
  · have hp : 0 < ‖x‖ := lt_of_le_of_ne (norm_nonneg x) (Ne.symm hx0)
    rw [radial, if_neg hx0]
    exact hb (show ‖x‖ ∈ Set.Ioi (0 : ℝ) from hp) (by simpa using hx)
```

The criterion for differentiability comes next. Its forward half is the argument with opposite directions, and its reverse half verifies that the zero map is the derivative.

```lean
/-- A radial potential whose slope at coalescence tends to `s` is differentiable there, as a
function on three-dimensional space, exactly when `s = 0`. -/
theorem radial_differentiableAt_iff {v0 s : ℝ} {v : ℝ → ℝ}
    (h : Tendsto (fun r => (v r - v0) / r) (𝓝[>] 0) (𝓝 s)) :
    DifferentiableAt ℝ (radial v0 v) 0 ↔ s = 0 := by
  have h0 : radial v0 v 0 = v0 := by simp [radial]
  constructor
  · intro hd
    -- the derivative along every unit vector equals `s`
    have key : ∀ u : Space, ‖u‖ = 1 → fderiv ℝ (radial v0 v) 0 u = s := by
      intro u hu
      have h1 := (hd.hasFDerivAt.hasLineDerivAt u).tendsto_slope_zero_right
      refine tendsto_nhds_unique (h1.congr' ?_) h
      filter_upwards [self_mem_nhdsWithin] with r hr
      have hr' : 0 < r := hr
      have hn : ‖r • u‖ = r := by
        rw [norm_smul, hu, mul_one, Real.norm_eq_abs, abs_of_pos hr']
      have hf : radial v0 v (r • u) = v r := by rw [radial, hn, if_neg hr'.ne']
      simp only [zero_add, hf, h0, smul_eq_mul]
      ring
    -- opposite directions then force `s = -s`
    have he : ‖(EuclideanSpace.single (0 : Fin 3) (1 : ℝ) : Space)‖ = 1 := by simp
    have a := key _ he
    have b := key (-EuclideanSpace.single (0 : Fin 3) (1 : ℝ)) (by rw [norm_neg, he])
    rw [map_neg] at b
    linarith
  · intro hs
    rw [hs] at h
    have hd : HasFDerivAt (radial v0 v) (0 : Space →L[ℝ] ℝ) 0 := by
      rw [hasFDerivAt_iff_isLittleO_nhds_zero, Asymptotics.isLittleO_iff]
      intro c hc
      obtain ⟨δ, hδ, hb⟩ := Metric.tendsto_nhdsWithin_nhds.1 h c hc
      filter_upwards [Metric.ball_mem_nhds (0 : Space) hδ] with x hx
      rw [mem_ball_zero_iff] at hx
      by_cases hx0 : ‖x‖ = 0
      · have hx1 : x = 0 := norm_eq_zero.1 hx0
        simp [hx1]
      · have hp : 0 < ‖x‖ := lt_of_le_of_ne (norm_nonneg x) (Ne.symm hx0)
        have hf : radial v0 v x = v ‖x‖ := by rw [radial, if_neg hx0]
        have hb' := hb (show ‖x‖ ∈ Set.Ioi (0 : ℝ) from hp) (by simpa using hx)
        rw [dist_zero_right, Real.norm_eq_abs, abs_div, abs_of_pos hp,
          div_lt_iff₀ hp] at hb'
        simpa [hf, h0] using hb'.le
    exact hd.differentiableAt
```

The forward half turns on `tendsto_slope_zero_right`. Differentiability in space concerns approach from all directions at once, whereas the hypothesis `h` concerns a one-sided limit in a single real variable. This lemma takes the derivative along `u` and returns the limit of its difference quotient along `𝓝[>] 0`, the very filter that appears in `h`. For $r>0$ and $|\mathbf u|=1$ the quotient equals `(v r - v0) / r`, and `congr'` accepts an equality that holds only for such $r$. Now two limits of one function along one filter are available, and `tendsto_nhds_unique` identifies them: `fderiv ℝ (radial v0 v) 0 u = s`. Applying this to a coordinate unit vector and its negative, with `map_neg` for linearity, gives $s=-s$.

Inserting the two slopes settles both interactions. The Yukawa complement is continuous but not differentiable at coalescence:

```lean
/-- The Yukawa complement, with value `w` at coalescence, is continuous but not
differentiable there. -/
theorem yukawaLR_cusp {w : ℝ} (hw : 0 < w) :
    ContinuousAt (radial w (yukawaLR w)) 0 ∧
    ¬ DifferentiableAt ℝ (radial w (yukawaLR w)) 0 := by
  have h := (coalescence_slopes hw).1
  refine ⟨radial_continuousAt h, fun hd => ?_⟩
  have hz := (radial_differentiableAt_iff h).1 hd
  linarith [pow_pos hw 2]
```

The erf interaction is differentiable there. The theorem concerns first derivatives at that one point and makes no statement about higher ones.

```lean
/-- The erf interaction, with value `2w/√π` at coalescence, is differentiable there. -/
theorem erfLR_no_cusp {w : ℝ} (hw : 0 < w) :
    DifferentiableAt ℝ (radial (2 * w / √Real.pi) (erfLR w)) 0 :=
  (radial_differentiableAt_iff (coalescence_slopes hw).2).2 rfl

end

end RangeSeparationCusp
```

```lean
#print axioms RangeSeparationCusp.yukawaLR_cusp
-- 'RangeSeparationCusp.yukawaLR_cusp' depends on axioms: [propext, Classical.choice, Quot.sound]
#print axioms RangeSeparationCusp.erfLR_no_cusp
-- 'RangeSeparationCusp.erfLR_no_cusp' depends on axioms: [propext, Classical.choice, Quot.sound]
```
